# Matrix elements of the double commutator [x, [x, H]] as a sum over energy eigenstates

The theorem `double_commutator_sum_rule` states that the matrix element of [x, [x, H]] between two eigenstates f and i of H is the sum over all eigenstates n of (E_f + E_i − 2E_n) x_fn x_ni. Here H and x are symmetric linear operators that map a complex inner product space V into itself, and x need not be a position. The eigenstates of H are assumed orthonormal and complete on V, and the sum, which may be infinite, is part of the claim: `HasSum` says that it converges to the matrix element. The attempt inserts the completeness relation into the products xx and xHx, combines the two sums into `h`, and then uses `convert` to match `h` with the goal term by term and value by value.

This version doesn't compile in Lean 4 with Mathlib:

```lean
import Mathlib

open scoped InnerProductSpace

namespace DoubleCommutatorSumRule

noncomputable section

variable {V ι : Type*} [NormedAddCommGroup V] [InnerProductSpace ℂ V]

/-- The commutator `[A, B] = AB - BA` of two operators on the common domain `V`. -/
def comm (A B : V →ₗ[ℂ] V) : V →ₗ[ℂ] V := A ∘ₗ B - B ∘ₗ A

/-- The states `e n` are orthonormal, satisfy the completeness relation on `V`, and are
eigenstates of `H` with real energies `E n`. -/
structure IsEigenbasis (H : V →ₗ[ℂ] V) (e : ι → V) (E : ι → ℝ) : Prop where
  orthonormal : Orthonormal ℂ e
  complete : ∀ u v : V, HasSum (fun n => ⟪u, e n⟫_ℂ * ⟪e n, v⟫_ℂ) ⟪u, v⟫_ℂ
  eigen : ∀ n, H (e n) = (E n : ℂ) • e n

variable {H x : V →ₗ[ℂ] V} {e : ι → V} {E : ι → ℝ} {f i : ι} {w₁ w₂ : ℝ}

/-- For a symmetric `H`, the element of `H` between the eigenstate `e a` and any vector `y` is the
energy `E a` times the inner product of `e a` and `y`. -/
theorem inner_energy (hb : IsEigenbasis H e E) (hH : H.IsSymmetric) (a : ι) (y : V) :
    ⟪e a, H y⟫_ℂ = (E a : ℂ) * ⟪e a, y⟫_ℂ := by
  rw [← hH (e a) y, hb.eigen, inner_smul_left, Complex.conj_ofReal]

/-- Sum rule for symmetric `H` and `x`: the element of `[x, [x, H]]` between `f` and `i` is the
sum over `n` of `(E_f + E_i - 2 E_n) x_fn x_ni`. -/
theorem double_commutator_sum_rule (hb : IsEigenbasis H e E) (hH : H.IsSymmetric)
    (hx : x.IsSymmetric) (f i : ι) :
    HasSum (fun n => ((E f : ℂ) + E i - 2 * E n) * (⟪e f, x (e n)⟫_ℂ * ⟪e n, x (e i)⟫_ℂ))
      ⟪e f, comm x (comm x H) (e i)⟫_ℂ := by
  -- completeness inserted into `x x` and into `x H x`
  have h1 := hb.complete (x (e f)) (x (e i))
  have h2 := hb.complete (x (e f)) (H (x (e i)))
  have h := (h1.mul_left ((E f : ℂ) + E i)).sub (h2.mul_left 2)
  convert h using 1
  · funext n
    simp only [hx (e f) (e n), inner_energy hb hH]
    ring
  · rw [hx (e f) (x (e i)), hx (e f) (H (x (e i)))]
    simp only [comm, LinearMap.sub_apply, LinearMap.comp_apply, map_sub, inner_sub_right,
      hb.eigen, map_smul, inner_smul_right, inner_energy hb hH]
    ring

end

end DoubleCommutatorSumRule
```

The compiler's answer:

```
Main.lean:40:4: error: Tactic `apply` failed: could not unify the conclusion of `@funext`
  ?f = ?g
with the goal
  Complex.instAddCommMonoid = Complex.addCommGroup.toAddCommMonoid

Note: The full type of `@funext` is
  ∀ {α : Sort ?u.100} {β : α → Sort ?u.99} {f g : (x : α) → β x}, (∀ (x : α), f x = g x) → f = g

case e'_3
V : Type u_1
ι : Type u_2
inst✝¹ : NormedAddCommGroup V
inst✝ : InnerProductSpace ℂ V
H x : V →ₗ[ℂ] V
e : ι → V
E : ι → ℝ
hb : IsEigenbasis H e E
hH : H.IsSymmetric
hx : x.IsSymmetric
f i : ι
h1 : HasSum (fun n => ⟪x (e f), e n⟫_ℂ * ⟪e n, x (e i)⟫_ℂ) ⟪x (e f), x (e i)⟫_ℂ
h2 : HasSum (fun n => ⟪x (e f), e n⟫_ℂ * ⟪e n, H (x (e i))⟫_ℂ) ⟪x (e f), H (x (e i))⟫_ℂ
h :
  HasSum
    (fun b => (↑(E f) + ↑(E i)) * (⟪x (e f), e b⟫_ℂ * ⟪e b, x (e i)⟫_ℂ) - 2 * (⟪x (e f), e b⟫_ℂ * ⟪e b, H (x (e i))⟫_ℂ))
    ((↑(E f) + ↑(E i)) * ⟪x (e f), x (e i)⟫_ℂ - 2 * ⟪x (e f), H (x (e i))⟫_ℂ)
⊢ Complex.instAddCommMonoid = Complex.addCommGroup.toAddCommMonoid
Main.lean:43:8: error: Tactic `rewrite` failed: Did not find an occurrence of the pattern
  ⟪x (e f), x (e i)⟫_ℂ
in the target expression
  (fun n => (↑(E f) + ↑(E i) - 2 * ↑(E n)) * (⟪e f, x (e n)⟫_ℂ * ⟪e n, x (e i)⟫_ℂ)) = fun b =>
    (↑(E f) + ↑(E i)) * (⟪x (e f), e b⟫_ℂ * ⟪e b, x (e i)⟫_ℂ) - 2 * (⟪x (e f), e b⟫_ℂ * ⟪e b, H (x (e i))⟫_ℂ)

case e'_5
V : Type u_1
ι : Type u_2
inst✝¹ : NormedAddCommGroup V
inst✝ : InnerProductSpace ℂ V
H x : V →ₗ[ℂ] V
e : ι → V
E : ι → ℝ
hb : IsEigenbasis H e E
hH : H.IsSymmetric
hx : x.IsSymmetric
f i : ι
h1 : HasSum (fun n => ⟪x (e f), e n⟫_ℂ * ⟪e n, x (e i)⟫_ℂ) ⟪x (e f), x (e i)⟫_ℂ
h2 : HasSum (fun n => ⟪x (e f), e n⟫_ℂ * ⟪e n, H (x (e i))⟫_ℂ) ⟪x (e f), H (x (e i))⟫_ℂ
h :
  HasSum
    (fun b => (↑(E f) + ↑(E i)) * (⟪x (e f), e b⟫_ℂ * ⟪e b, x (e i)⟫_ℂ) - 2 * (⟪x (e f), e b⟫_ℂ * ⟪e b, H (x (e i))⟫_ℂ))
    ((↑(E f) + ↑(E i)) * ⟪x (e f), x (e i)⟫_ℂ - 2 * ⟪x (e f), H (x (e i))⟫_ℂ)
⊢ (fun n => (↑(E f) + ↑(E i) - 2 * ↑(E n)) * (⟪e f, x (e n)⟫_ℂ * ⟪e n, x (e i)⟫_ℂ)) = fun b =>
    (↑(E f) + ↑(E i)) * (⟪x (e f), e b⟫_ℂ * ⟪e b, x (e i)⟫_ℂ) - 2 * (⟪x (e f), e b⟫_ℂ * ⟪e b, H (x (e i))⟫_ℂ)
Main.lean:34:42: error: unsolved goals
case e'_6
V : Type u_1
ι : Type u_2
inst✝¹ : NormedAddCommGroup V
inst✝ : InnerProductSpace ℂ V
H x : V →ₗ[ℂ] V
e : ι → V
E : ι → ℝ
hb : IsEigenbasis H e E
hH : H.IsSymmetric
hx : x.IsSymmetric
f i : ι
h1 : HasSum (fun n => ⟪x (e f), e n⟫_ℂ * ⟪e n, x (e i)⟫_ℂ) ⟪x (e f), x (e i)⟫_ℂ
h2 : HasSum (fun n => ⟪x (e f), e n⟫_ℂ * ⟪e n, H (x (e i))⟫_ℂ) ⟪x (e f), H (x (e i))⟫_ℂ
h :
  HasSum
    (fun b => (↑(E f) + ↑(E i)) * (⟪x (e f), e b⟫_ℂ * ⟪e b, x (e i)⟫_ℂ) - 2 * (⟪x (e f), e b⟫_ℂ * ⟪e b, H (x (e i))⟫_ℂ))
    ((↑(E f) + ↑(E i)) * ⟪x (e f), x (e i)⟫_ℂ - 2 * ⟪x (e f), H (x (e i))⟫_ℂ)
⊢ ⟪e f, (comm x (comm x H)) (e i)⟫_ℂ = (↑(E f) + ↑(E i)) * ⟪x (e f), x (e i)⟫_ℂ - 2 * ⟪x (e f), H (x (e i))⟫_ℂ
```

Cause. The two bullets after `convert h using 1` expect two goals, the equality of the summands and that of the values, but `convert` leaves three. The first asks that two `AddCommMonoid` structures on ℂ be equal: the one in the goal, and the one in `h`, which is reached through the additive group of ℂ. Each bullet therefore meets the wrong goal. `funext n` fails on the equation between structures, which is not one between functions. The `rw` meant for the values is given the summands, where `⟪x (e f), x (e i)⟫_ℂ` does not occur. The equality of the values is left with no bullet, hence "unsolved goals".

The repair states the two intended equalities explicitly as `ht` and `hv` and proves them with the same tactics as before. After `rw [ht, hv]` the goal differs from `h` only in the path to the additive structure, and `exact h` accepts this because the two structures agree by definition.

Lean accepts the file once it reads:

```diff
@@ -37,12 +37,19 @@
   have h2 := hb.complete (x (e f)) (H (x (e i)))
   have h := (h1.mul_left ((E f : ℂ) + E i)).sub (h2.mul_left 2)
-  convert h using 1
-  · funext n
+  have ht : (fun n => ((E f : ℂ) + E i - 2 * E n) *
+      (⟪e f, x (e n)⟫_ℂ * ⟪e n, x (e i)⟫_ℂ))
+      = fun n => ((E f : ℂ) + E i) * (⟪x (e f), e n⟫_ℂ * ⟪e n, x (e i)⟫_ℂ)
+        - 2 * (⟪x (e f), e n⟫_ℂ * ⟪e n, H (x (e i))⟫_ℂ) := by
+    funext n
     simp only [hx (e f) (e n), inner_energy hb hH]
     ring
-  · rw [hx (e f) (x (e i)), hx (e f) (H (x (e i)))]
+  have hv : ⟪e f, comm x (comm x H) (e i)⟫_ℂ
+      = ((E f : ℂ) + E i) * ⟪x (e f), x (e i)⟫_ℂ - 2 * ⟪x (e f), H (x (e i))⟫_ℂ := by
+    rw [hx (e f) (x (e i)), hx (e f) (H (x (e i)))]
     simp only [comm, LinearMap.sub_apply, LinearMap.comp_apply, map_sub, inner_sub_right,
       hb.eigen, map_smul, inner_smul_right, inner_energy hb hH]
     ring
+  rw [ht, hv]
+  exact h
 
 end
```
